# Majorana edge stabilizers commute when each site has at most one outgoing and one incoming edge

Let every site $j$ carry three Majorana generators $g_j, h_j, k_j$ in a complex algebra, each squaring to 1 and different ones anticommuting, and let a set of directed edges have at most one outgoing and at most one incoming edge per site. Then the stabilizers $P_{jl} = i\,h_j k_l$ of the edges $j \to l$ commute pairwise and square to 1, and

$$i\,g_j g_l\,P_{jl} = (g_j h_j)(g_l k_l).$$

In a nontrivial algebra the edge condition is also necessary for the stabilizers to commute.

In fermion-to-qubit encodings of lattice models, identities of this kind replace a bilinear between sites far apart in the Jordan-Wigner order by even on-site factors, on states that the stabilizer leaves fixed; here this is done for the single bilinear $i\,g_j g_l$, not for a full Hamiltonian. Hopping of a complex fermion also involves a second physical Majorana per site, which this model leaves out.

## Generators and edges

In Lean 4 with Mathlib:

```lean
import Mathlib

namespace AuxiliaryFermionEncoding

noncomputable section
```

The labels $g, h, k$ form a finite type, so a generator is indexed by a pair in `S × Flavor`, a site and a flavor.

```lean
/-- The three kinds of Majorana generator at a site: `g`, `h` and `k`. -/
inductive Flavor
  | g
  | h
  | k
  deriving DecidableEq

/-- There are finitely many flavors, namely `g`, `h` and `k`. -/
instance : Fintype Flavor where
  elems := {Flavor.g, Flavor.h, Flavor.k}
  complete := by
    intro x
    cases x <;> simp
```

The generators are a family $c_a$ in a ring $A$ with $c_a^2 = 1$ and $c_a c_b = -c_b c_a$ for $a \neq b$. This fixes the normalisation $\{c_a, c_b\} = 2\delta_{ab}$. No adjoint is assumed, so Hermiticity plays no part.

```lean
variable {κ S A : Type*} [Ring A]

/-- A family of Majorana generators: each squares to one and different ones anticommute. -/
structure IsMajorana (c : κ → A) : Prop where
  sq : ∀ a, c a * c a = 1
  anti : ∀ a b, a ≠ b → c a * c b = -(c b * c a)
```

An edge $e$ is an ordered pair with tail `e.1` and head `e.2`. The edge condition says that different edges have different tails and different heads. An edge from a site to itself is allowed.

```lean
/-- Every site has at most one outgoing and at most one incoming edge: different edges
have different tails and different heads. -/
def SingleInOut (E : Set (S × S)) : Prop :=
  ∀ e ∈ E, ∀ f ∈ E, e ≠ f → e.1 ≠ f.1 ∧ e.2 ≠ f.2
```

## (a) Disjoint pairs commute

**Task.** Show that $c_a c_b$ commutes with $c_x c_y$ if neither $a$ nor $b$ equals $x$ or $y$.

**Solution.** A generator $c_d$ with $d \neq x, y$ picks up two signs as it passes the pair:

$$c_d c_x c_y = -c_x c_d c_y = c_x c_y c_d.$$

Apply this to $d = b$ and then to $d = a$. In the code this computation is `key`, and `mul_left` combines its two uses.

```lean
/-- Products of two Majoranas commute when they have no generator in common. -/
theorem pair_commute {c : κ → A} (hc : IsMajorana c) {a b x y : κ}
    (hax : a ≠ x) (hay : a ≠ y) (hbx : b ≠ x) (hby : b ≠ y) :
    Commute (c a * c b) (c x * c y) := by
  -- a single generator passes two others, picking up two signs
  have key : ∀ d, d ≠ x → d ≠ y → Commute (c d) (c x * c y) := by
    intro d hx hy
    calc c d * (c x * c y) = (c d * c x) * c y := (mul_assoc _ _ _).symm
      _ = -(c x * (c d * c y)) := by rw [hc.anti d x hx, neg_mul, mul_assoc]
      _ = c x * c y * c d := by rw [hc.anti d y hy, mul_neg, neg_neg, mul_assoc]
  exact (key a hax hay).mul_left (key b hbx hby)
```

## (b) Local factors at distinct sites commute

**Task.** Show that $g_j h_j$ and $g_l k_l$ commute for $j \neq l$.

**Solution.** The two pairs could share only the generator $g$, and $g_j \neq g_l$ as labels because $j \neq l$. Part (a) applies. For $j = l$ the claim fails in a nontrivial complex algebra: $g_j h_j g_j k_j = -h_j k_j$, while $g_j k_j g_j h_j = -k_j h_j = h_j k_j$, so the factors anticommute.

```lean
/-- The bilinears `g_j h_j` and `g_l k_l` at two distinct sites commute. -/
theorem local_factors_commute {c : S × Flavor → A} (hc : IsMajorana c) {j l : S}
    (hjl : j ≠ l) :
    Commute (c (j, .g) * c (j, .h)) (c (l, .g) * c (l, .k)) :=
  pair_commute hc (by simp [hjl]) (by simp) (by simp) (by simp)
```

## (c) Each stabilizer squares to one

The algebra is now taken over $\mathbb{C}$. The symbol `•` multiplies by a scalar, here $i$. Besides $P_e$, each edge $e = (j,l)$ has a hopping term $T_e = i\,g_j g_l$.

```lean
variable [Algebra ℂ A]

/-- The stabilizer `P_(jl) = i h_j k_l` of the directed edge from `j` to `l`. -/
def stabilizer (c : S × Flavor → A) (e : S × S) : A :=
  Complex.I • (c (e.1, .h) * c (e.2, .k))

/-- The hopping term `i g_j g_l` along the directed edge from `j` to `l`. -/
def hopping (c : S × Flavor → A) (e : S × S) : A :=
  Complex.I • (c (e.1, .g) * c (e.2, .g))
```

**Task.** Show that $P_{jl}^2 = 1$.

**Solution.** Exchanging the middle two generators gives

$$h_j k_l h_j k_l = -h_j^2 k_l^2 = -1,$$

and the prefactor $i^2 = -1$ turns this into $+1$. The flavors $h$ and $k$ differ, so the exchange is valid even for $j = l$. The `calc` block does the exchange, and the last line handles the scalar.

```lean
/-- Each edge stabilizer squares to one. -/
theorem stabilizer_sq {c : S × Flavor → A} (hc : IsMajorana c) (e : S × S) :
    stabilizer c e * stabilizer c e = 1 := by
  have h : c (e.1, .h) * c (e.2, .k) * (c (e.1, .h) * c (e.2, .k)) = -1 := by
    calc _ = c (e.1, .h) * (c (e.2, .k) * c (e.1, .h)) * c (e.2, .k) := by
          simp only [mul_assoc]
      _ = -((c (e.1, .h) * c (e.1, .h)) * (c (e.2, .k) * c (e.2, .k))) := by
          rw [hc.anti (e.2, .k) (e.1, .h) (by simp)]
          simp only [mul_neg, neg_mul, mul_assoc]
      _ = -1 := by rw [hc.sq, hc.sq, one_mul]
  rw [stabilizer, smul_mul_smul_comm, Complex.I_mul_I, h, neg_smul, one_smul, neg_neg]
```

## (d) The hopping identity

**Task.** Show that $T_e P_e = (g_j h_j)(g_l k_l)$ for $e = (j,l)$.

**Solution.** Again one exchange suffices:

$$T_e P_e = i^2\, g_j g_l h_j k_l = -g_j (g_l h_j) k_l = g_j h_j g_l k_l.$$

If each site has an even number of Majoranas, placed consecutively in the Jordan-Wigner order, both factors become on-site qubit operators without a string.

```lean
/-- The hopping term times the stabilizer of the same edge is the product of local factors
`(g_j h_j)(g_l k_l)`. -/
theorem hopping_mul_stabilizer {c : S × Flavor → A} (hc : IsMajorana c) (e : S × S) :
    hopping c e * stabilizer c e =
      (c (e.1, .g) * c (e.1, .h)) * (c (e.2, .g) * c (e.2, .k)) := by
  have h : c (e.1, .g) * c (e.2, .g) * (c (e.1, .h) * c (e.2, .k)) =
      -((c (e.1, .g) * c (e.1, .h)) * (c (e.2, .g) * c (e.2, .k))) := by
    calc _ = c (e.1, .g) * (c (e.2, .g) * c (e.1, .h)) * c (e.2, .k) := by
          simp only [mul_assoc]
      _ = _ := by
          rw [hc.anti (e.2, .g) (e.1, .h) (by simp)]
          simp only [mul_neg, neg_mul, mul_assoc]
  rw [hopping, stabilizer, smul_mul_smul_comm, Complex.I_mul_I, h, neg_smul, one_smul,
    neg_neg]
```

## (e) A shared tail or head gives anticommutation

**Task.** Show that the stabilizers of two different edges with a common tail or a common head anticommute.

**Solution.** For a common tail $j$ and heads $l \neq n$,

$$P_{jl}P_{jn} = -h_j k_l h_j k_n = k_l k_n, \qquad P_{jn}P_{jl} = k_n k_l = -k_l k_n.$$

For a common head $l$ and tails $j \neq m$,

$$P_{jl}P_{ml} = -h_j k_l h_m k_l = h_j h_m, \qquad P_{ml}P_{jl} = h_m h_j = -h_j h_m.$$

The auxiliary statements `left` and `right` remove the shared generator in the two cases. The remaining two generators then anticommute.

```lean
/-- Stabilizers of two different edges with a common tail or a common head anticommute. -/
theorem stabilizer_anticommute {c : S × Flavor → A} (hc : IsMajorana c) {e f : S × S}
    (hne : e ≠ f) (hs : e.1 = f.1 ∨ e.2 = f.2) :
    stabilizer c e * stabilizer c f = -(stabilizer c f * stabilizer c e) := by
  -- the shared generator squares away and leaves minus the product of the other two
  have left : ∀ x y z, x ≠ y → c x * c y * (c x * c z) = -(c y * c z) := by
    intro x y z h
    calc _ = (c x * c y) * c x * c z := (mul_assoc _ _ _).symm
      _ = -(c y * (c x * c x) * c z) := by
          rw [hc.anti x y h]
          simp only [neg_mul, mul_assoc]
      _ = _ := by rw [hc.sq, mul_one]
  have right : ∀ x y z, x ≠ z → c y * c x * (c z * c x) = -(c y * c z) := by
    intro x y z h
    calc _ = c y * (c x * c z) * c x := by simp only [mul_assoc]
      _ = -(c y * c z * (c x * c x)) := by
          rw [hc.anti x z h]
          simp only [mul_neg, neg_mul, mul_assoc]
      _ = _ := by rw [hc.sq, mul_one]
  obtain ⟨j, l⟩ := e
  obtain ⟨m, n⟩ := f
  simp only [stabilizer, smul_mul_smul_comm]
  rcases hs with h | h
  · have h' : j = m := h
    subst h'
    have hln : l ≠ n := fun h => hne (by rw [h])
    rw [left _ _ _ (by simp), left _ _ _ (by simp),
      hc.anti (l, .k) (n, .k) (by simpa using hln)]
    simp only [neg_neg, smul_neg]
  · have h' : l = n := h
    subst h'
    have hjm : j ≠ m := fun h => hne (by rw [h])
    rw [right _ _ _ (by simp), right _ _ _ (by simp),
      hc.anti (j, .h) (m, .h) (by simpa using hjm)]
    simp only [neg_neg, smul_neg]
```

## (f) The encoding identities together

**Task.** Under the edge condition, show that all stabilizers commute, that they square to one, and that the hopping identity holds on every edge.

**Solution.** The last two claims are (c) and (d), which do not use the edge condition. For commutation, a stabilizer commutes with itself. If $(j,l)$ and $(m,n)$ are different edges, then $j \neq m$ and $l \neq n$, so $h_j, k_l$ and $h_m, k_n$ have no generator in common. By (a) the products commute, and the scalars $i$ do not affect this. The code splits on `e = f` in the same way.

An example with three sites shows what happens without the edge condition. With edges $1 \to 2$ and $1 \to 3$, site 1 has two outgoing edges, and (e) gives $P_{12}P_{13} = k_2 k_3 = -P_{13}P_{12}$.

```lean
/-- With at most one outgoing and one incoming edge per site, the stabilizers commute
pairwise, square to one, and turn each hopping term into a product of local factors. -/
theorem auxiliary_fermion_encoding {c : S × Flavor → A} (hc : IsMajorana c)
    {E : Set (S × S)} (hE : SingleInOut E) :
    (∀ e ∈ E, ∀ f ∈ E, Commute (stabilizer c e) (stabilizer c f)) ∧
    (∀ e ∈ E, stabilizer c e * stabilizer c e = 1) ∧
    (∀ e ∈ E, hopping c e * stabilizer c e =
      (c (e.1, .g) * c (e.1, .h)) * (c (e.2, .g) * c (e.2, .k))) := by
  refine ⟨fun e he f hf => ?_, fun e _ => stabilizer_sq hc e,
    fun e _ => hopping_mul_stabilizer hc e⟩
  by_cases hef : e = f
  · rw [hef]
  · obtain ⟨h1, h2⟩ := hE e he f hf hef
    exact ((pair_commute hc (by simpa using h1) (by simp) (by simp)
      (by simpa using h2)).smul_left Complex.I).smul_right Complex.I
```

## (g) The edge condition is necessary

**Task.** In an algebra with $1 \neq 0$, show that the stabilizers of a set of edges commute pairwise exactly when the edge condition holds.

**Solution.** One direction is (f). For the other, suppose that all stabilizers commute but two different edges $e, f$ share a tail or a head. By (e) they also anticommute, so $2P_eP_f = 0$ and hence $P_eP_f = 0$. Multiplying by $P_e$ from the left gives $P_f = P_e^2P_f = 0$, which contradicts $P_f^2 = 1$. The steps `h2`, `h0`, `h1` and `h4` follow this chain. In the zero algebra everything commutes, whatever the edges are, which is why `Nontrivial A` is assumed.

```lean
/-- In a nontrivial algebra the stabilizers of a set of edges commute pairwise exactly when
every site has at most one outgoing and at most one incoming edge. -/
theorem stabilizers_commute_iff [Nontrivial A] {c : S × Flavor → A} (hc : IsMajorana c)
    (E : Set (S × S)) :
    (∀ e ∈ E, ∀ f ∈ E, Commute (stabilizer c e) (stabilizer c f)) ↔ SingleInOut E := by
  refine ⟨fun H e he f hf hne => ?_, fun hE => (auxiliary_fermion_encoding hc hE).1⟩
  by_contra hcon
  have hs : e.1 = f.1 ∨ e.2 = f.2 := by tauto
  have hx := stabilizer_anticommute hc hne hs
  rw [← (H e he f hf).eq] at hx
  -- commuting and anticommuting at once forces the product to vanish
  have h2 : (2 : ℂ) • (stabilizer c e * stabilizer c f) = 0 := by
    rw [two_smul]
    exact eq_neg_iff_add_eq_zero.mp hx
  have h0 : stabilizer c e * stabilizer c f = 0 := by
    have h3 := congrArg (fun z : A => (2⁻¹ : ℂ) • z) h2
    simpa [smul_smul] using h3
  have h1 : stabilizer c f = 0 := by
    rw [← one_mul (stabilizer c f), ← stabilizer_sq hc e, mul_assoc, h0, mul_zero]
  have h4 := stabilizer_sq hc f
  rw [h1, mul_zero] at h4
  exact zero_ne_one h4
```

## (h) Hopping terms respect the stabilizers

**Task.** Show that $T_e$ commutes with $P_f$ for any two edges $e$ and $f$.

**Solution.** $T_e$ contains only generators of flavor $g$, and $P_f$ only those of flavors $h$ and $k$, so (a) applies. If $P_f v = v$, it follows that $P_f T_e v = T_e P_f v = T_e v$: hopping does not lead out of the stabilized space.

```lean
/-- Every hopping term commutes with every edge stabilizer. -/
theorem hopping_commute_stabilizer {c : S × Flavor → A} (hc : IsMajorana c) (e f : S × S) :
    Commute (hopping c e) (stabilizer c f) :=
  ((pair_commute hc (by simp) (by simp) (by simp) (by simp)).smul_left
    Complex.I).smul_right Complex.I
```

## (i) Action on a stabilized state

**Task.** Let $P_e v = v$ for $e = (j,l)$. Show that $T_e v = (g_j h_j)(g_l k_l)v$.

**Solution.** Insert the stabilizer and use (d):

$$T_e v = T_e P_e v = (g_j h_j)(g_l k_l)v.$$

States are elements of a module `V` over the algebra, which includes the usual case of operators acting on a Hilbert space. That $v$ is stabilized is a hypothesis; the existence of a nonzero state fixed by all stabilizers is not part of the statement.

```lean
/-- On a state fixed by the stabilizer of an edge, the hopping term along that edge acts as
the product of local factors. -/
theorem hopping_on_code_state {V : Type*} [AddCommGroup V] [Module A V]
    {c : S × Flavor → A} (hc : IsMajorana c) (e : S × S) {v : V}
    (hv : stabilizer c e • v = v) :
    hopping c e • v =
      ((c (e.1, .g) * c (e.1, .h)) * (c (e.2, .g) * c (e.2, .k))) • v := by
  rw [← hopping_mul_stabilizer hc e, mul_smul, hv]
```

A narrower model would take the generators to be self-adjoint operators on a Hilbert space. The stabilizers would then be Hermitian, since $(i\,h_j k_l)^\dagger = -i\,k_l h_j = i\,h_j k_l$, and could be read as observables with values $\pm 1$. The sign computations would stay the same.

## (j) A concrete realisation

**Task.** For any finite set of sites, find a nontrivial algebra with such generators, and a family of edge sets that satisfy the condition.

**Solution.** Take the quadratic form $Q(x) = \sum_a x_a^2$ on complex vectors indexed by site and flavor.

```lean
/-- The sum-of-squares quadratic form on complex vectors indexed by `κ`. -/
def sumSquares (κ : Type*) [Fintype κ] : QuadraticForm ℂ (κ → ℂ) :=
  QuadraticMap.weightedSumSquares ℂ (fun _ : κ => (1 : ℂ))
```

In its Clifford algebra, a vector $v$ has an image $\iota(v)$ with

$$\iota(v)^2 = Q(v), \qquad \iota(v)\iota(w) + \iota(w)\iota(v) = Q(v+w) - Q(v) - Q(w) = 2\sum_a v_a w_a.$$

For basis vectors, $Q(e_a) = 1$, and the last sum vanishes for $a \neq b$. The images $\iota(e_a)$ are therefore Majorana generators. In the code, `Pi.single a 1` is $e_a$, and `QuadraticMap.polar` is the difference $Q(v+w) - Q(v) - Q(w)$. Nontriviality comes from Mathlib once 2 is known to be invertible.

For the edges, take $j \to \sigma(j)$ with a permutation $\sigma$ of the sites. Equal tails give equal edges because $\sigma$ is a function, and equal heads do so because it is injective. A ring of sites with edges to the next neighbour is an example.

```lean
/-- For any finite set of sites, the basis vectors generate Majoranas in the nontrivial
Clifford algebra of the sum of squares, and the edges `j → σ j` of a permutation `σ` have at
most one outgoing and one incoming edge per site. -/
theorem encoding_witness [Fintype S] [DecidableEq S] (σ : Equiv.Perm S) :
    Nontrivial (CliffordAlgebra (sumSquares (S × Flavor))) ∧
    IsMajorana (fun a : S × Flavor =>
      CliffordAlgebra.ι (sumSquares (S × Flavor)) (Pi.single a 1)) ∧
    SingleInOut {e : S × S | e.2 = σ e.1} := by
  refine ⟨?_, ⟨fun a => ?_, fun a b hab => ?_⟩, ?_⟩
  · have : Invertible (2 : ℂ) := invertibleOfNonzero two_ne_zero
    infer_instance
  · have h : sumSquares (S × Flavor) (Pi.single a 1) = 1 := by
      simp [sumSquares, QuadraticMap.weightedSumSquares_apply, Pi.single_apply]
    rw [CliffordAlgebra.ι_sq_scalar, h, map_one]
  · -- different basis vectors are orthogonal
    have h : QuadraticMap.polar (sumSquares (S × Flavor))
        (Pi.single a 1) (Pi.single b 1) = 0 := by
      simp only [QuadraticMap.polar, sumSquares, QuadraticMap.weightedSumSquares_apply,
        ← Finset.sum_sub_distrib]
      apply Finset.sum_eq_zero
      intro i _
      by_cases ha : i = a
      · simp [ha, hab]
      · simp [Pi.single_apply, ha]
    apply eq_neg_of_add_eq_zero_left
    rw [CliffordAlgebra.ι_mul_ι_add_swap, h, map_zero]
  · rintro ⟨j, l⟩ he ⟨m, n⟩ hf hne
    have he' : l = σ j := he
    have hf' : n = σ m := hf
    subst he' hf'
    refine ⟨fun h => hne ?_, fun h => hne ?_⟩
    · have h' : j = m := h
      rw [h']
    · have h' : j = m := σ.injective h
      rw [h']

end

end AuxiliaryFermionEncoding
```

```lean
#print axioms AuxiliaryFermionEncoding.local_factors_commute
#print axioms AuxiliaryFermionEncoding.stabilizers_commute_iff
#print axioms AuxiliaryFermionEncoding.hopping_commute_stabilizer
#print axioms AuxiliaryFermionEncoding.hopping_on_code_state
```

```
'AuxiliaryFermionEncoding.local_factors_commute' depends on axioms: [propext]
'AuxiliaryFermionEncoding.stabilizers_commute_iff' depends on axioms: [propext, Classical.choice, Quot.sound]
'AuxiliaryFermionEncoding.hopping_commute_stabilizer' depends on axioms: [propext, Classical.choice, Quot.sound]
'AuxiliaryFermionEncoding.hopping_on_code_state' depends on axioms: [propext, Classical.choice, Quot.sound]
```
